# With the five-point stencil on three sites and zero outside, (1, 0, −1) is the only ground state, up to a factor, exactly when the middle barrier exceeds 85/8 (ħ = m = spacing = 1)

## A particle, a barrier and the meaning of "nodal ground state"

A particle is confined to a segment of a line with a repulsive barrier in the middle, and we ask whether its lowest state on a grid can have a node there. The choice to be made is what "the ground state is nodal" means for a matrix. Here it means that a least eigenvalue exists and that its eigenvectors are exactly the nonzero multiples of \((1,0,-1)\). A degenerate level that contains this vector together with a nodeless one does not count.

In the continuum, the ground state of a particle confined in this way, with a finite, smooth barrier, has no node inside the segment. The three-point finite-difference matrix has no positive off-diagonal entries, and this sign pattern favours a ground state of one sign. The five-point stencil for \(-\tfrac12\,d^2/dx^2\) has weights

\[
\tfrac1{24},\; -\tfrac23,\; \tfrac54,\; -\tfrac23,\; \tfrac1{24},
\]

and the outer ones are positive. On three sites, with the wavefunction set to zero outside, the weight \(1/24\) couples the two ends directly.

## The three-site Hamiltonian

Number the sites 0, 1, 2 and let \(V\) be the potential on site 1. The general mirror-symmetric chain is

\[
H=\begin{pmatrix} d & -t & s\\ -t & d+V & -t\\ s & -t & d\end{pmatrix},
\]

with end-site energy \(d\), neighbour entry \(-t\) and end-to-end entry \(s\), which is not an overlap. All four parameters are arbitrary real numbers. The five-point case is \(d=5/4,\ t=2/3,\ s=1/24\); the three-point case is \(d=1,\ t=1/2,\ s=0\).

In the code, `chain d t s V` is this matrix, `fivePoint V` and `threePoint V` are the two special cases, and `nodal` is the unnormalised vector \((1,0,-1)\); the normalised state is \((1,0,-1)/\sqrt2\). The product \(Hx\) is written `H *ᵥ x`, and `F` stands for an energy.

## What is proved

`GroundSpaceSpannedBy H v` says that there is a number \(E\) which is the least element (`IsLeast`) of the set of eigenvalues of \(H\), and that \(Hx=Ex\) holds exactly when \(x=cv\) for some real \(c\).

The general theorem, `chain_ground_nodal_iff`, states that \((1,0,-1)\) spans the ground space if and only if

\[
s>0\quad\text{and}\quad t^2<s(V+s).
\]

For the five-point stencil this becomes \(V>85/8\) (`fivePoint_ground_nodal_iff`). For the three-point stencil \((1,0,-1)\) does not span the ground space at any \(V\) (`threePoint_ground_not_nodal`). Finally, `fivePoint_crossing` shows that at \(V=85/8\) the vectors \((8,1,8)\) and \((1,0,-1)\) share the energy \(29/24\).

The step left open is the one from this matrix to the continuum problem. Near the threshold the wavefunction decays inside the barrier over a length of about 0.2, far below the spacing 1, so the grid does not resolve it. For real-space electronic structure the result is a caution drawn from one particle on three sites: with a high-order stencil and an unresolved barrier, the absence of nodes is not a safe criterion for identifying the lowest state.

## An identity that bounds the energies from below

By components, \(Hx=Fx\) reads

\[
\begin{aligned}
d x_0-t x_1+s x_2&=F x_0,\\
-t x_0+(d+V)x_1-t x_2&=F x_1,\\
s x_0-t x_1+d x_2&=F x_2.
\end{aligned}
\]

The vector \((1,0,-1)\) solves these with \(F=d-s\), whatever \(V\) is. For any solution, multiply the equations by \(x_0,x_1,x_2\), add them, and subtract \((d-s)(x_0^2+x_1^2+x_2^2)\). With \(u=x_0+x_2\) this gives

\[
(F-d+s)(x_0^2+x_1^2+x_2^2)=s u^2-2t u x_1+(V+s)x_1^2 .
\]

Multiply by \(s\) and complete the square:

\[
s(F-d+s)(x_0^2+x_1^2+x_2^2)=(su-tx_1)^2+\bigl(s(V+s)-t^2\bigr)x_1^2 .
\]

Suppose \(s>0\) and \(t^2<s(V+s)\). The right side is nonnegative, so \(F\ge d-s\) for every eigenvector. If \(F=d-s\), both terms vanish. Then \(x_1=0\), hence \(su=0\) and \(x_2=-x_0\), so \(x\) is a multiple of \((1,0,-1)\).

## The competing even state

Conversely, let \((1,0,-1)\) span the ground space. The ground energy is then \(d-s\), and every nonzero even eigenvector \((a,b,a)\) lies strictly above it, because such a vector is never a multiple of \((1,0,-1)\).

If \(t=0\), the vectors \((1,0,1)\) and \((0,1,0)\) have energies \(d+s\) and \(d+V\). Both exceed \(d-s\), so \(s>0\) and \(V+s>0\), and therefore \(s(V+s)>0=t^2\).

If \(t\neq0\), put \(r=\sqrt{(V-s)^2+8t^2}\). The lower even level and its eigenvector are

\[
F_-=d+\frac{s+V-r}{2},\qquad a=t,\quad b=\frac{s-V+r}{2}.
\]

The first even equation, \((d+s)a-tb=F_-a\), follows by substitution. The second, \((d+V)b-2ta=F_-b\), requires \((d+V-F_-)b=2t^2\), and indeed

\[
\frac{V-s+r}{2}\cdot\frac{s-V+r}{2}=\frac{r^2-(V-s)^2}{4}=2t^2 .
\]

From \(F_->d-s\) we get \(3s+V>r\). Since \(r\ge V-s\), this gives \(4s>0\). Since \(r\ge0\), we may also square:

\[
(3s+V)^2-r^2=8\bigl(s(V+s)-t^2\bigr)>0 .
\]

For the five-point values the condition is \(\tfrac49<\tfrac1{24}\bigl(V+\tfrac1{24}\bigr)\), that is \(V>\tfrac{32}{3}-\tfrac1{24}=\tfrac{85}{8}\).

There is a simple physical reading for \(V+s>0\). Eliminating the middle site at energy \(d-s\) leaves the effective end-to-end entry \(s-t^2/(V+s)\). A high barrier suppresses the path through the middle, the direct positive entry wins, and the odd combination becomes the lower one.

## The sign of s, and the degenerate threshold

The inequality \(t^2<s(V+s)\) is not sufficient without a sign condition on \(s\). Take \(d=t=V=0\) and \(s=-1\). The inequality reads \(0<1\), but \((1,0,1)\) has energy \(-1\) while \((1,0,-1)\) has energy \(+1\). Requiring \(s\ge0\) would be enough, since the inequality already excludes \(s=0\).

The identity and the component equations together settle the borderline \(s>0\), \(t^2=s(V+s)\), a case argued here in prose and not stated as a theorem in the code. By the identity, again no energy lies below \(d-s\), and every eigenvector at \(d-s\) satisfies \(s(x_0+x_2)=t x_1\). Conversely, substituting this relation and \(t^2=s(V+s)\) into the component equations shows that each of its nonzero solutions is an eigenvector with energy \(d-s\). The ground space is therefore a plane. For the five-point stencil the plane is \(x_0+x_2=16x_1\), which contains both \((1,0,-1)\) and \((8,1,8)\); the latter is \((8,1,8)/\sqrt{129}\) when normalised.

## The complete Lean file

```lean
import Mathlib

open Matrix

namespace StencilGroundStateNode

noncomputable section

/-- Hamiltonian of a mirror-symmetric three-site chain: end-site energy `d`, neighbour entry `-t`,
end-to-end entry `s`, and an extra potential `V` on the middle site. -/
def chain (d t s V : ℝ) : Matrix (Fin 3) (Fin 3) ℝ :=
  !![d, -t, s; -t, d + V, -t; s, -t, d]

/-- Five-point kinetic matrix on three sites with spacing 1, plus a potential `V` on the
middle site. -/
def fivePoint (V : ℝ) : Matrix (Fin 3) (Fin 3) ℝ := chain (5 / 4) (2 / 3) (1 / 24) V

/-- Three-point kinetic matrix on three sites with spacing 1, plus a potential `V` on the
middle site. -/
def threePoint (V : ℝ) : Matrix (Fin 3) (Fin 3) ℝ := chain 1 (1 / 2) 0 V

/-- The wavefunction `(1, 0, -1)`, which is odd under reflection and vanishes on the middle site. -/
def nodal : Fin 3 → ℝ := ![1, 0, -1]

/-- The matrix `H` has a least eigenvalue, and its eigenspace consists of the multiples of `v`. -/
def GroundSpaceSpannedBy (H : Matrix (Fin 3) (Fin 3) ℝ) (v : Fin 3 → ℝ) : Prop :=
  ∃ E : ℝ, IsLeast {F : ℝ | ∃ x : Fin 3 → ℝ, x ≠ 0 ∧ H *ᵥ x = F • x} E ∧
    ∀ x : Fin 3 → ℝ, H *ᵥ x = E • x ↔ ∃ c : ℝ, x = c • v

variable {d t s V F : ℝ} {x : Fin 3 → ℝ}

/-- The stationary Schrödinger equation of the chain, written site by site. -/
theorem chain_eigen_iff : chain d t s V *ᵥ x = F • x ↔
    d * x 0 - t * x 1 + s * x 2 = F * x 0 ∧
    -t * x 0 + (d + V) * x 1 - t * x 2 = F * x 1 ∧
    s * x 0 - t * x 1 + d * x 2 = F * x 2 := by
  have h0 : (chain d t s V *ᵥ x) 0 = d * x 0 - t * x 1 + s * x 2 := by
    simp only [Matrix.mulVec, dotProduct, Fin.sum_univ_three]
    change d * x 0 + -t * x 1 + s * x 2 = _
    ring
  have h1 : (chain d t s V *ᵥ x) 1 = -t * x 0 + (d + V) * x 1 - t * x 2 := by
    simp only [Matrix.mulVec, dotProduct, Fin.sum_univ_three]
    change -t * x 0 + (d + V) * x 1 + -t * x 2 = _
    ring
  have h2 : (chain d t s V *ᵥ x) 2 = s * x 0 - t * x 1 + d * x 2 := by
    simp only [Matrix.mulVec, dotProduct, Fin.sum_univ_three]
    change s * x 0 + -t * x 1 + d * x 2 = _
    ring
  constructor
  · intro h
    exact ⟨h0.symm.trans (congrFun h 0), h1.symm.trans (congrFun h 1),
      h2.symm.trans (congrFun h 2)⟩
  · rintro ⟨a, b, c⟩
    funext i
    fin_cases i
    · exact h0.trans a
    · exact h1.trans b
    · exact h2.trans c

/-- The nodal wavefunction is stationary with energy `d - s`, whatever the barrier. -/
theorem nodal_eigen (d t s V : ℝ) : chain d t s V *ᵥ nodal = (d - s) • nodal := by
  refine chain_eigen_iff.2 ⟨?_, ?_, ?_⟩
  · change d * 1 - t * 0 + s * (-1) = (d - s) * 1
    ring
  · change -t * 1 + (d + V) * 0 - t * (-1) = (d - s) * 0
    ring
  · change s * 1 - t * 0 + d * (-1) = (d - s) * (-1)
    ring

/-- For a stationary state of energy `F`, the excess over the nodal energy `d - s`, multiplied by
`s` and the squared norm, is a combination of two squares. -/
theorem energy_excess (h : chain d t s V *ᵥ x = F • x) :
    s * (F - (d - s)) * (x 0 ^ 2 + x 1 ^ 2 + x 2 ^ 2) =
      (s * (x 0 + x 2) - t * x 1) ^ 2 + (s * (V + s) - t ^ 2) * x 1 ^ 2 := by
  obtain ⟨e0, e1, e2⟩ := chain_eigen_iff.1 h
  linear_combination -s * x 0 * e0 - s * x 1 * e1 - s * x 2 * e2

/-- If the nodal wavefunction spans the ground space, every nonzero mirror-even stationary state
`(a, b, a)` has energy strictly above `d - s`. -/
theorem even_above (h : GroundSpaceSpannedBy (chain d t s V) nodal) {a b : ℝ}
    (hab : a ≠ 0 ∨ b ≠ 0) (h1 : (d + s) * a - t * b = F * a)
    (h2 : (d + V) * b - 2 * t * a = F * b) : d - s < F := by
  obtain ⟨E, ⟨_, hE⟩, hspan⟩ := h
  have hn := (hspan nodal).2 ⟨1, (one_smul ℝ nodal).symm⟩
  have hEs : d * 1 - t * 0 + s * (-1) = E * 1 := (chain_eigen_iff.1 hn).1
  have hx : chain d t s V *ᵥ ![a, b, a] = F • ![a, b, a] := by
    refine chain_eigen_iff.2 ⟨?_, ?_, ?_⟩
    · change d * a - t * b + s * a = F * a
      linarith
    · change -t * a + (d + V) * b - t * a = F * b
      linarith
    · change s * a - t * b + d * a = F * a
      linarith
  have hne : (![a, b, a] : Fin 3 → ℝ) ≠ 0 := by
    intro h0
    rcases hab with ha | hb
    · exact ha (congrFun h0 0)
    · exact hb (congrFun h0 1)
  have hle : E ≤ F := hE ⟨_, hne, hx⟩
  rcases hle.lt_or_eq with hlt | heq
  · linarith
  · -- equal energies would make the even state a multiple of the odd one
    exfalso
    rw [← heq] at hx
    obtain ⟨c, hc⟩ := (hspan _).1 hx
    have c0 : a = c * 1 := congrFun hc 0
    have c1 : b = c * 0 := congrFun hc 1
    have c2 : a = c * (-1) := congrFun hc 2
    rcases hab with ha | hb
    · exact ha (by linarith)
    · exact hb (by linarith)

/-- The ground space of the chain is spanned by `(1, 0, -1)` if and only if the end-to-end entry
`s` is positive and `t² < s (V + s)`. -/
theorem chain_ground_nodal_iff :
    GroundSpaceSpannedBy (chain d t s V) nodal ↔ 0 < s ∧ t ^ 2 < s * (V + s) := by
  constructor
  · intro h
    by_cases ht : t = 0
    · subst ht
      have h1 := even_above h (a := 1) (b := 0) (F := d + s) (Or.inl one_ne_zero)
        (by ring) (by ring)
      have h2 := even_above h (a := 0) (b := 1) (F := d + V) (Or.inr one_ne_zero)
        (by ring) (by ring)
      have hs : 0 < s := by linarith
      have hp := mul_pos hs (show 0 < V + s by linarith)
      exact ⟨hs, by linarith⟩
    · -- the lower even level, from the quadratic secular equation
      obtain ⟨r, hr, habs⟩ : ∃ r : ℝ, r ^ 2 = (V - s) ^ 2 + 8 * t ^ 2 ∧ |V - s| ≤ r :=
        ⟨√((V - s) ^ 2 + 8 * t ^ 2), Real.sq_sqrt (by positivity),
          Real.abs_le_sqrt (by nlinarith [sq_nonneg t])⟩
      obtain ⟨hl, hu⟩ := abs_le.1 habs
      have hF := even_above h (a := t) (b := (s - V + r) / 2)
        (F := d - s + (3 * s + V - r) / 2) (Or.inl ht) (by ring)
        (by linear_combination hr / 4)
      have hm : 0 < 3 * s + V - r := by linarith
      have hp : 0 ≤ s - V + r := by linarith
      have hq : 0 ≤ V - s + r := by linarith
      exact ⟨by linarith, by
        nlinarith [mul_nonneg hm.le hp, mul_nonneg hm.le hq, mul_pos hm hm, hr]⟩
  · rintro ⟨hs, hg⟩
    have hnz : nodal ≠ 0 := fun h0 => one_ne_zero (α := ℝ) (congrFun h0 0)
    refine ⟨d - s, ⟨⟨nodal, hnz, nodal_eigen d t s V⟩, ?_⟩, ?_⟩
    · -- no level lies below the nodal one
      rintro F ⟨x, hx, he⟩
      have key := energy_excess he
      have hN : 0 < x 0 ^ 2 + x 1 ^ 2 + x 2 ^ 2 := by
        by_contra hn
        have hn' := not_lt.1 hn
        have p0 := sq_nonneg (x 0)
        have p1 := sq_nonneg (x 1)
        have p2 := sq_nonneg (x 2)
        apply hx
        funext i
        fin_cases i
        · exact (pow_eq_zero_iff two_ne_zero).1 (show x 0 ^ 2 = 0 by linarith)
        · exact (pow_eq_zero_iff two_ne_zero).1 (show x 1 ^ 2 = 0 by linarith)
        · exact (pow_eq_zero_iff two_ne_zero).1 (show x 2 ^ 2 = 0 by linarith)
      by_contra hF
      have hF' := not_le.1 hF
      have hneg := mul_neg_of_neg_of_pos
        (mul_neg_of_pos_of_neg hs (show F - (d - s) < 0 by linarith)) hN
      linarith [sq_nonneg (s * (x 0 + x 2) - t * x 1),
        mul_nonneg (sub_nonneg.2 hg.le) (sq_nonneg (x 1))]
    · intro x
      constructor
      · -- at the nodal energy both squares vanish
        intro he
        have key := energy_excess he
        rw [sub_self, mul_zero, zero_mul] at key
        have hz : (s * (V + s) - t ^ 2) * x 1 ^ 2 = 0 := by
          linarith [sq_nonneg (s * (x 0 + x 2) - t * x 1),
            mul_nonneg (sub_nonneg.2 hg.le) (sq_nonneg (x 1))]
        have hb : x 1 = 0 := (pow_eq_zero_iff two_ne_zero).1
          ((mul_eq_zero.1 hz).resolve_left (sub_pos.2 hg).ne')
        have e0 := (chain_eigen_iff.1 he).1
        rw [hb] at e0
        have hu : x 0 + x 2 = 0 :=
          (mul_eq_zero.1 (show s * (x 0 + x 2) = 0 by linarith)).resolve_left hs.ne'
        refine ⟨x 0, ?_⟩
        funext i
        fin_cases i
        · change x 0 = x 0 * 1
          ring
        · change x 1 = x 0 * 0
          linarith
        · change x 2 = x 0 * (-1)
          linarith
      · rintro ⟨c, rfl⟩
        rw [Matrix.mulVec_smul, nodal_eigen, smul_comm]

/-- With the five-point stencil, the ground space is spanned by `(1, 0, -1)` if and only if the
potential on the middle site exceeds `85/8`. -/
theorem fivePoint_ground_nodal_iff (V : ℝ) :
    GroundSpaceSpannedBy (fivePoint V) nodal ↔ 85 / 8 < V := by
  rw [fivePoint, chain_ground_nodal_iff]
  constructor
  · rintro ⟨_, h⟩
    linarith
  · intro h
    exact ⟨by norm_num, by linarith⟩

/-- With the three-point stencil, the ground space is not spanned by `(1, 0, -1)` for any
potential on the middle site. -/
theorem threePoint_ground_not_nodal (V : ℝ) :
    ¬ GroundSpaceSpannedBy (threePoint V) nodal := fun h =>
  lt_irrefl 0 (chain_ground_nodal_iff.1 h).1

/-- At `V = 85/8` the even state `(8, 1, 8)` and the nodal state of the five-point chain have the
same energy `29/24`. -/
theorem fivePoint_crossing :
    fivePoint (85 / 8) *ᵥ ![8, 1, 8] = (29 / 24 : ℝ) • ![8, 1, 8] ∧
    fivePoint (85 / 8) *ᵥ nodal = (29 / 24 : ℝ) • nodal := by
  constructor
  · refine chain_eigen_iff.2 ⟨?_, ?_, ?_⟩
    · change (5 / 4 : ℝ) * 8 - 2 / 3 * 1 + 1 / 24 * 8 = 29 / 24 * 8
      norm_num
    · change -(2 / 3 : ℝ) * 8 + (5 / 4 + 85 / 8) * 1 - 2 / 3 * 8 = 29 / 24 * 1
      norm_num
    · change (1 / 24 : ℝ) * 8 - 2 / 3 * 1 + 5 / 4 * 8 = 29 / 24 * 8
      norm_num
  · have h := nodal_eigen (5 / 4) (2 / 3) (1 / 24) (85 / 8)
    rw [show (5 / 4 : ℝ) - 1 / 24 = 29 / 24 by norm_num] at h
    exact h

end

end StencilGroundStateNode
```

```lean
#print axioms StencilGroundStateNode.fivePoint_ground_nodal_iff
#print axioms StencilGroundStateNode.threePoint_ground_not_nodal
#print axioms StencilGroundStateNode.fivePoint_crossing
```

```
'StencilGroundStateNode.fivePoint_ground_nodal_iff' depends on axioms: [propext, Classical.choice, Quot.sound]
'StencilGroundStateNode.threePoint_ground_not_nodal' depends on axioms: [propext, Classical.choice, Quot.sound]
'StencilGroundStateNode.fivePoint_crossing' depends on axioms: [propext, Classical.choice, Quot.sound]
```

## From the equations to the Lean proof

`chain_eigen_iff` turns the matrix equation into the three component equations, and the later lemmas work with those. `nodal_eigen` checks the energy \(d-s\) of the nodal vector.

`energy_excess` is the completed square. Its `linear_combination` multiplies the component equations by \(-s x_0\), \(-s x_1\), \(-s x_2\) and adds them, which is the calculation above up to an overall sign.

`even_above` contains the symmetry argument. It first reads off \(E=d-s\) from the nodal vector. Leastness gives \(E\le F\) for the even state. In the case of equality, the spanning condition would make \((a,b,a)\) equal to \(c\,(1,0,-1)\), and comparing components forces \(a=b=0\).

In `chain_ground_nodal_iff`, the forward direction splits on \(t=0\). The split is needed because the explicit even vector can vanish there: with \(t=0\) and \(V\ge s\), both \(a\) and \(b\) are zero. For \(t\ne0\) the proof obtains \(r\) together with \(r^2=(V-s)^2+8t^2\) and \(|V-s|\le r\), and applies `even_above`. The last `nlinarith` is given products of \(m=3s+V-r\) with itself and with the nonnegative numbers \(s-V+r\) and \(V-s+r\). Their sum is \(m^2+2mr=(3s+V)^2-r^2\), the difference of squares used above.

The reverse direction supplies \(E=d-s\). To show that it is least, the proof assumes an eigenvalue below it; the left side of `energy_excess` is then negative and the right side is not. For the eigenspace, setting \(F=d-s\) makes the left side zero, which gives \(x_1=0\). The first component equation then gives \(x_0+x_2=0\), so \(x\) is \(x_0\) times the nodal vector.

The five-point criterion follows by inserting the numbers. The three-point result follows because the criterion would demand \(0<0\). The crossing is checked component by component for \((8,1,8)\) and taken from `nodal_eigen` for \((1,0,-1)\).
